# Nonscalar potentials that leave a gapped occupied space unchanged

We represent the filled space of a Hamiltonian, the span of its lowest eigenvectors, by the density matrix $P$, the orthogonal projector onto that space. "The same filled space" then means that one $P$ serves both $H$ and $H+tW$, and no choice of orbitals within the space enters.

## When a potential cannot be recovered from its filled space

An optimized potential is judged by the orbitals it produces. If the energy depends only on $P$, two potentials with the same $P$ are equally good. For non-interacting particles in a finite basis, with a gap at the Fermi level, a sufficiently large space of potential matrices always contains such pairs that differ by more than a constant shift.

## The statement in words

Let $H$ be a real symmetric $N\times N$ matrix in an orthonormal basis, with $q$ filled eigenvalues strictly below the $N-q$ empty ones. Let $S$ be a linear space of symmetric matrices with $\dim S>q(N-q)+1$. Then some $W\in S$, not a multiple of the identity, leaves $P$ unchanged in $H+tW$ for all sufficiently small $|t|$.

In Lean, `n` indexes the basis, `s` is the set of filled labels, and `s.card` and `sᶜ.card` are $q$ and $N-q$. The assumption `hgap` is the gap; without it, degenerate levels at the Fermi level would leave the filled space ambiguous. `S` is a `Submodule`, and `hS` makes its members symmetric. Its dimension counts independent matrices, not the functions used to expand a potential. Potentials that are diagonal in the basis, like local ones on a grid, span at most $N$ dimensions. Since $N\le q(N-q)+1$ for $0<q<N$, the theorem says nothing about a space made only of these.

`IsAufbau H P` says that $H$ is symmetric, that $P$ is a symmetric idempotent commuting with $H$, and that for some $a<b$

$$x^THx\le a\,x^Tx\ \ (Px=x),\qquad x^THx\ge b\,x^Tx\ \ (Px=0).$$

The cases $q=0$ and $q=N$ are allowed. $H$ is fixed, with no self-consistent response to $W$, and the range of $t$ depends on $W$.

## Counting the couplings that matter

Let $u_i$ be orthonormal eigenvectors of $H$, the columns of $U$, and let $P=\sum_{j\in s}u_ju_j^T$.

**A nonmixing potential.** Map $W\in S$ to the numbers $u_i^TWu_j$ with $i\notin s$, $j\in s$. There are $q(N-q)$ of them, so the kernel has dimension at least $\dim S-q(N-q)\ge2$. Scalar matrices span one dimension at most, so the kernel contains a nonscalar $W$.

**Commutation.** As $W$ is symmetric, the filled–empty block vanishes too. Thus $U^TWU$ is block diagonal and commutes with the diagonal matrix of occupations, which gives $WP=PW$.

**The gap survives.** Take $a$ and $b$ as the highest filled and lowest empty eigenvalues; if one set is empty, its bound is free. With $K=\sum_{ij}|W_{ij}|$, we have $|x^TWx|\le K\,x^Tx$. For $|t|<(b-a)/(4(K+1))$ the energy form shifts by at most $\tfrac14(b-a)\,x^Tx$, so the bounds $a+\tfrac14(b-a)<b-\tfrac14(b-a)$ hold for $H+tW$.

**Uniqueness.** Let $P,Q$ be aufbau projectors of $H$ with equal trace and bounds $(a,b)$, $(a',b')$. Either $a<b'$, or $a'<b'\le a<b$; by symmetry take the first. Put $T=(1-Q)P$, which commutes with $H$. The columns of $T$ lie in the kernel of $Q$ and those of $T^T$ in the range of $P$, so

$$b'\,\mathrm{tr}\,T^TT\le\mathrm{tr}\,T^THT=\mathrm{tr}\,THT^T\le a\,\mathrm{tr}\,T^TT.$$

Hence $T=0$ and $QP=P$. Then $Q-P$ is a symmetric idempotent, and its squared Frobenius norm is its trace, zero. So $P=Q$.

## Two levels, one filled

For $N=2$, $q=1$ the threshold is $2$. All symmetric matrices form a space of dimension $3$, and $W=\mathrm{diag}(0,1)$ works for $H=\mathrm{diag}(0,1)$. The matrices with diagonal $c$ and coupling $d$ form a space of dimension exactly $2$. Keeping $P=\mathrm{diag}(1,0)$ at some $t\ne0$ forces $d=0$, leaving only scalars, so dimension $2$ does not guarantee a nonscalar $W$ that keeps $P$.

## The Lean file

```lean
import Mathlib

open Matrix

namespace UndeterminedOptimizedPotential

variable {n : Type*} [Fintype n] [DecidableEq n]

/-- `P` is the density matrix of the lowest levels of the symmetric Hamiltonian `H`: an orthogonal
projector commuting with `H`, with a gap between the energies on its range and on its kernel. -/
structure IsAufbau (H P : Matrix n n ℝ) : Prop where
  ham_symm : Hᵀ = H
  symm : Pᵀ = P
  idem : P * P = P
  comm : H * P = P * H
  gap : ∃ a b : ℝ, a < b ∧ (∀ x, P *ᵥ x = x → x ⬝ᵥ H *ᵥ x ≤ a * (x ⬝ᵥ x)) ∧
    ∀ x, P *ᵥ x = 0 → b * (x ⬝ᵥ x) ≤ x ⬝ᵥ H *ᵥ x

/-- The sum of `u uᵀ` over the columns `u` of `U` with labels in `s`. If these columns are
orthonormal, it is the density matrix obtained by filling them. -/
def density (U : Matrix n n ℝ) (s : Finset n) : Matrix n n ℝ :=
  U * diagonal (fun i => if i ∈ s then (1 : ℝ) else 0) * Uᵀ

omit [DecidableEq n] in
/-- A real matrix whose squared Frobenius norm is not positive vanishes. -/
theorem eq_zero_of_trace_le (T : Matrix n n ℝ) (h : trace (Tᵀ * T) ≤ 0) : T = 0 := by
  have e : trace (Tᵀ * T) = ∑ k, ∑ i, T i k * T i k := rfl
  ext i k
  have h1 : T i k * T i k ≤ ∑ j, T j k * T j k :=
    Finset.single_le_sum (f := fun j => T j k * T j k)
      (fun j _ => mul_self_nonneg _) (Finset.mem_univ i)
  have h2 : ∑ j, T j k * T j k ≤ ∑ l, ∑ j, T j l * T j l :=
    Finset.single_le_sum (f := fun l => ∑ j, T j l * T j l)
      (fun l _ => Finset.sum_nonneg fun j _ => mul_self_nonneg _) (Finset.mem_univ k)
  exact mul_self_eq_zero.mp (le_antisymm (by linarith) (mul_self_nonneg _))

omit [DecidableEq n] in
/-- If the energies filled in `P` lie below those left empty by `Q`, both being aufbau density
matrices of `H`, then the range of `P` lies in that of `Q`. -/
theorem filled_nested {H P Q : Matrix n n ℝ} (hP : IsAufbau H P) (hQ : IsAufbau H Q)
    {a b : ℝ} (hab : a < b) (ha : ∀ x, P *ᵥ x = x → x ⬝ᵥ H *ᵥ x ≤ a * (x ⬝ᵥ x))
    (hb : ∀ x, Q *ᵥ x = 0 → b * (x ⬝ᵥ x) ≤ x ⬝ᵥ H *ᵥ x) : Q * P = P := by
  -- `T` is the part of `P` outside the range of `Q`
  obtain ⟨T, hT⟩ : ∃ T, T = P - Q * P := ⟨_, rfl⟩
  have hQT : Q * T = 0 := by rw [hT, mul_sub, ← mul_assoc, hQ.idem, sub_self]
  have hTt : Tᵀ = P - P * Q := by
    rw [hT, transpose_sub, transpose_mul, hP.symm, hQ.symm]
  have hPT : P * Tᵀ = Tᵀ := by rw [hTt, mul_sub, ← mul_assoc, hP.idem]
  have hHT : H * T = T * H := by
    rw [hT, mul_sub, sub_mul, ← mul_assoc H Q P, hQ.comm, mul_assoc Q H P, hP.comm,
      mul_assoc Q P H]
  have e1 : ∀ R : Matrix n n ℝ,
      trace (Rᵀ * R) = ∑ k, (fun i => R i k) ⬝ᵥ (fun i => R i k) := fun _ => rfl
  have e2 : ∀ R : Matrix n n ℝ,
      trace (Rᵀ * (H * R)) = ∑ k, (fun i => R i k) ⬝ᵥ H *ᵥ (fun i => R i k) := fun _ => rfl
  have h1 : b * trace (Tᵀ * T) ≤ trace (Tᵀ * (H * T)) := by
    rw [e1, e2, Finset.mul_sum]
    exact Finset.sum_le_sum fun k _ => hb _ (funext fun i => congrFun (congrFun hQT i) k)
  have h2 : trace (Tᵀᵀ * (H * Tᵀ)) ≤ a * trace (Tᵀᵀ * Tᵀ) := by
    rw [e1, e2, Finset.mul_sum]
    exact Finset.sum_le_sum fun k _ => ha _ (funext fun i => congrFun (congrFun hPT i) k)
  -- both energies are the same trace
  have h3 : trace (T * (H * Tᵀ)) = trace (Tᵀ * (H * T)) := by
    rw [hHT, trace_mul_comm, mul_assoc, trace_mul_comm, mul_assoc]
  rw [transpose_transpose, h3, trace_mul_comm T] at h2
  have h0 : T = 0 := eq_zero_of_trace_le T (by nlinarith)
  exact (sub_eq_zero.mp (hT.symm.trans h0)).symm

omit [DecidableEq n] in
/-- A Hamiltonian has at most one aufbau density matrix with a given number of electrons. -/
theorem aufbau_unique {H P Q : Matrix n n ℝ} (hP : IsAufbau H P) (hQ : IsAufbau H Q)
    (htr : trace P = trace Q) : P = Q := by
  have fin : ∀ A B : Matrix n n ℝ, IsAufbau H A → IsAufbau H B → trace A = trace B →
      B * A = A → A = B := by
    intro A B hA hB ht h
    have h' : A * B = A := by
      have := congrArg transpose h
      rwa [transpose_mul, hA.symm, hB.symm] at this
    have hD : (B - A)ᵀ * (B - A) = B - A := by
      rw [transpose_sub, hA.symm, hB.symm, sub_mul, mul_sub, mul_sub, hB.idem, h, h', hA.idem]
      abel
    have h0 := eq_zero_of_trace_le (B - A) (by rw [hD, trace_sub, ht, sub_self])
    exact (sub_eq_zero.mp h0).symm
  obtain ⟨a, b, hab, ha, hb⟩ := hP.gap
  obtain ⟨a', b', hab', ha', hb'⟩ := hQ.gap
  rcases lt_or_ge a b' with h | h
  · exact fin P Q hP hQ htr (filled_nested hP hQ h ha hb')
  · exact (fin Q P hQ hP htr.symm (filled_nested hQ hP (by linarith) ha' hb)).symm

/-- Filling orthonormal eigenorbitals of `H` whose energies lie below all the others gives an
aufbau density matrix, and its trace is the number of filled orbitals. -/
theorem density_isAufbau {H U : Matrix n n ℝ} {ε : n → ℝ} {s : Finset n} (hU : Uᵀ * U = 1)
    (hHU : H * U = U * diagonal ε) (hgap : ∀ i ∈ s, ∀ j ∉ s, ε i < ε j) :
    IsAufbau H (density U s) ∧ trace (density U s) = s.card := by
  have hU' : U * Uᵀ = 1 := mul_eq_one_comm.mp hU
  have hH : H = U * diagonal ε * Uᵀ := by rw [← hHU, mul_assoc, hU', mul_one]
  have hprod : ∀ A B : Matrix n n ℝ, U * A * Uᵀ * (U * B * Uᵀ) = U * (A * B) * Uᵀ := by
    intro A B
    calc _ = U * A * (Uᵀ * U) * B * Uᵀ := by noncomm_ring
      _ = _ := by rw [hU]; noncomm_ring
  -- energies and norms in the orbital basis
  have hq : ∀ (d x : n → ℝ),
      x ⬝ᵥ (U * diagonal d * Uᵀ) *ᵥ x = ∑ i, d i * ((Uᵀ *ᵥ x) i) ^ 2 := by
    intro d x
    rw [← mulVec_mulVec, ← mulVec_mulVec, dotProduct_mulVec, ← mulVec_transpose]
    simp only [dotProduct, mulVec_diagonal]
    exact Finset.sum_congr rfl fun i _ => by ring
  have hn : ∀ x : n → ℝ, x ⬝ᵥ x = ∑ i, ((Uᵀ *ᵥ x) i) ^ 2 := by
    intro x
    have h := hq (fun _ => 1) x
    rw [diagonal_one, mul_one, hU', one_mulVec] at h
    simpa only [one_mul] using h
  have hy : ∀ (x : n → ℝ) (i : n), (Uᵀ *ᵥ (density U s *ᵥ x)) i =
      (if i ∈ s then (1 : ℝ) else 0) * (Uᵀ *ᵥ x) i := by
    intro x i
    rw [density, mulVec_mulVec, ← mul_assoc, ← mul_assoc, hU, one_mul, ← mulVec_mulVec,
      mulVec_diagonal]
  obtain ⟨a, b, hab, ha, hb⟩ : ∃ a b : ℝ, a < b ∧ (∀ i ∈ s, ε i ≤ a) ∧ ∀ j ∉ s, b ≤ ε j := by
    rcases s.eq_empty_or_nonempty with h | h
    · obtain ⟨b, hb⟩ := (Set.finite_range ε).bddBelow
      exact ⟨b - 1, b, by linarith, by simp [h], fun j _ => hb ⟨j, rfl⟩⟩
    · obtain ⟨i, hi, hmax⟩ := s.exists_max_image ε h
      rcases sᶜ.eq_empty_or_nonempty with h' | h'
      · refine ⟨ε i, ε i + 1, by linarith, hmax, fun j hj => ?_⟩
        have hj' := Finset.mem_compl.mpr hj
        rw [h'] at hj'
        exact absurd hj' (Finset.notMem_empty j)
      · obtain ⟨j, hj, hmin⟩ := sᶜ.exists_min_image ε h'
        exact ⟨ε i, ε j, hgap i hi j (Finset.mem_compl.mp hj), hmax,
          fun k hk => hmin k (Finset.mem_compl.mpr hk)⟩
  refine ⟨⟨?_, ?_, ?_, ?_, a, b, hab, ?_, ?_⟩, ?_⟩
  · rw [hH]; simp [transpose_mul, mul_assoc]
  · simp [density, transpose_mul, mul_assoc]
  · -- occupation numbers 0 and 1 equal their squares
    have e : (fun i => (if i ∈ s then (1 : ℝ) else 0) * (if i ∈ s then (1 : ℝ) else 0)) =
        fun i => if i ∈ s then (1 : ℝ) else 0 := by
      funext i
      by_cases hi : i ∈ s <;> simp [hi]
    rw [density, hprod, diagonal_mul_diagonal]
    exact congrArg (fun d : n → ℝ => U * diagonal d * Uᵀ) e
  · rw [hH, density, hprod, hprod, diagonal_mul_diagonal, diagonal_mul_diagonal]
    simp only [mul_comm]
  · intro x hx
    rw [hH, hq, hn, Finset.mul_sum]
    refine Finset.sum_le_sum fun i _ => ?_
    by_cases hi : i ∈ s
    · exact mul_le_mul_of_nonneg_right (ha i hi) (sq_nonneg _)
    · have h := hy x i
      rw [hx, if_neg hi, zero_mul] at h
      rw [h]; simp
  · intro x hx
    rw [hH, hq, hn, Finset.mul_sum]
    refine Finset.sum_le_sum fun i _ => ?_
    by_cases hi : i ∈ s
    · have h := hy x i
      rw [hx, if_pos hi, one_mul, mulVec_zero, Pi.zero_apply] at h
      rw [← h]; simp
    · exact mul_le_mul_of_nonneg_right (hb i hi) (sq_nonneg _)
  · rw [density, trace_mul_cycle, hU, one_mul, trace_diagonal]; simp

/-- A symmetric potential commuting with the aufbau density matrix leaves it the aufbau density
matrix for all sufficiently small coupling strengths. -/
theorem aufbau_stable {H P W : Matrix n n ℝ} (h : IsAufbau H P) (hW : Wᵀ = W)
    (hWP : W * P = P * W) : ∃ δ > 0, ∀ t : ℝ, |t| < δ → IsAufbau (H + t • W) P := by
  obtain ⟨a, b, hab, ha, hb⟩ := h.gap
  obtain ⟨K, hK⟩ : ∃ K, K = ∑ i, ∑ j, |W i j| := ⟨_, rfl⟩
  have hK0 : 0 ≤ K := by rw [hK]; positivity
  -- the energy form of `W` is bounded by `K`
  have hbd : ∀ x : n → ℝ, |x ⬝ᵥ W *ᵥ x| ≤ K * (x ⬝ᵥ x) := by
    intro x
    have hs : ∀ i, x i * x i ≤ x ⬝ᵥ x := fun i =>
      Finset.single_le_sum (f := fun i => x i * x i)
        (fun j _ => mul_self_nonneg _) (Finset.mem_univ i)
    have e : x ⬝ᵥ W *ᵥ x = ∑ i, ∑ j, x i * (W i j * x j) := by
      simp only [dotProduct, mulVec, Finset.mul_sum]
    rw [e, hK, Finset.sum_mul]
    refine (Finset.abs_sum_le_sum_abs _ _).trans (Finset.sum_le_sum fun i _ => ?_)
    rw [Finset.sum_mul]
    refine (Finset.abs_sum_le_sum_abs _ _).trans (Finset.sum_le_sum fun j _ => ?_)
    have hij : |x i| * |x j| ≤ x ⬝ᵥ x := by
      nlinarith [sq_nonneg (|x i| - |x j|), abs_mul_abs_self (x i), abs_mul_abs_self (x j),
        hs i, hs j]
    calc |x i * (W i j * x j)| = |W i j| * (|x i| * |x j|) := by rw [abs_mul, abs_mul]; ring
      _ ≤ _ := mul_le_mul_of_nonneg_left hij (abs_nonneg _)
  refine ⟨(b - a) / (4 * (K + 1)), div_pos (by linarith) (by linarith), fun t ht => ?_⟩
  rw [lt_div_iff₀ (by linarith)] at ht
  have htK : |t| * K ≤ (b - a) / 4 := by nlinarith [abs_nonneg t]
  have hsmall : ∀ x : n → ℝ, |t * (x ⬝ᵥ W *ᵥ x)| ≤ (b - a) / 4 * (x ⬝ᵥ x) := by
    intro x
    have hx : 0 ≤ x ⬝ᵥ x := Finset.sum_nonneg fun i _ => mul_self_nonneg (x i)
    rw [abs_mul]
    calc |t| * |x ⬝ᵥ W *ᵥ x| ≤ |t| * (K * (x ⬝ᵥ x)) :=
          mul_le_mul_of_nonneg_left (hbd x) (abs_nonneg t)
      _ = |t| * K * (x ⬝ᵥ x) := by ring
      _ ≤ _ := mul_le_mul_of_nonneg_right htK hx
  have hform : ∀ x : n → ℝ,
      x ⬝ᵥ (H + t • W) *ᵥ x = x ⬝ᵥ H *ᵥ x + t * (x ⬝ᵥ W *ᵥ x) := by
    intro x
    rw [add_mulVec, smul_mulVec, dotProduct_add, dotProduct_smul, smul_eq_mul]
  refine ⟨by rw [transpose_add, transpose_smul, h.ham_symm, hW], h.symm, h.idem, ?_,
    a + (b - a) / 4, b - (b - a) / 4, by linarith, fun x hx => ?_, fun x hx => ?_⟩
  · rw [add_mul, mul_add, smul_mul_assoc, mul_smul_comm, h.comm, hWP]
  · rw [hform]
    linarith [ha x hx, (abs_le.mp (hsmall x)).2]
  · rw [hform]
    linarith [hb x hx, (abs_le.mp (hsmall x)).1]

/-- Conversely, a potential that leaves the aufbau density matrix unchanged at one nonzero
coupling strength commutes with it. -/
theorem commute_of_same_density {H P W : Matrix n n ℝ} {t : ℝ} (ht : t ≠ 0)
    (h : IsAufbau H P) (h' : IsAufbau (H + t • W) P) : W * P = P * W := by
  have e := h'.comm
  rw [add_mul, mul_add, smul_mul_assoc, mul_smul_comm, h.comm] at e
  exact smul_right_injective _ ht (add_left_cancel e)

/-- A space of real matrices of dimension above `q (N - q) + 1`, with `q` filled labels out of `N`,
contains a nonscalar `W` with `uᵢᵀ W uⱼ = 0` for all empty `i` and filled `j`, where `uᵢ` are the
columns of `U`. -/
theorem exists_nonmixing (U : Matrix n n ℝ) (s : Finset n) (S : Submodule ℝ (Matrix n n ℝ))
    (hdim : s.card * sᶜ.card + 1 < Module.finrank ℝ S) :
    ∃ W ∈ S, (∀ c : ℝ, W ≠ c • 1) ∧ ∀ i ∉ s, ∀ j ∈ s, (Uᵀ * W * U) i j = 0 := by
  let f : Matrix n n ℝ →ₗ[ℝ] ({i // i ∈ sᶜ} × {j // j ∈ s} → ℝ) :=
    { toFun := fun W p => (Uᵀ * W * U) p.1.1 p.2.1
      map_add' := fun A B => by funext p; simp [mul_add, add_mul]
      map_smul' := fun c A => by funext p; simp }
  by_contra hcon
  push Not at hcon
  -- otherwise the kernel of the mixing block consists of scalars
  have hle : (LinearMap.ker (f.comp S.subtype)).map S.subtype ≤ Submodule.span ℝ {1} := by
    rintro _ ⟨W, hW, rfl⟩
    by_contra hns
    obtain ⟨i, hi, j, hj, hne⟩ := hcon W.1 W.2 fun c hc =>
      hns (Submodule.mem_span_singleton.mpr ⟨c, hc.symm⟩)
    exact hne (congrFun (LinearMap.mem_ker.mp hW) (⟨i, Finset.mem_compl.mpr hi⟩, ⟨j, hj⟩))
  have h1 := Submodule.finrank_mono hle
  rw [Submodule.finrank_map_subtype_eq] at h1
  have h2 : Module.finrank ℝ (Submodule.span ℝ {(1 : Matrix n n ℝ)}) ≤ 1 := by
    simpa using finrank_span_le_card (R := ℝ) ({1} : Set (Matrix n n ℝ))
  have h3 := LinearMap.finrank_range_add_finrank_ker (f.comp S.subtype)
  have h4 := Submodule.finrank_le (LinearMap.range (f.comp S.subtype))
  rw [Module.finrank_fintype_fun_eq_card, Fintype.card_prod, Fintype.card_coe,
    Fintype.card_coe, mul_comm] at h4
  omega

/-- A symmetric potential without matrix elements between empty and filled orthonormal orbitals
commutes with the density matrix. -/
theorem commute_of_nonmixing {U W : Matrix n n ℝ} {s : Finset n} (hU : Uᵀ * U = 1)
    (hW : Wᵀ = W) (h : ∀ i ∉ s, ∀ j ∈ s, (Uᵀ * W * U) i j = 0) :
    W * density U s = density U s * W := by
  have hU' : U * Uᵀ = 1 := mul_eq_one_comm.mp hU
  have hM : (Uᵀ * W * U)ᵀ = Uᵀ * W * U := by
    rw [transpose_mul, transpose_mul, transpose_transpose, hW, mul_assoc]
  obtain ⟨D, hD⟩ : ∃ D : Matrix n n ℝ,
      D = diagonal (fun i => if i ∈ s then (1 : ℝ) else 0) := ⟨_, rfl⟩
  have hMD : Uᵀ * W * U * D = D * (Uᵀ * W * U) := by
    ext i j
    rw [hD, mul_diagonal, diagonal_mul]
    by_cases hi : i ∈ s <;> by_cases hj : j ∈ s
    · rw [if_pos hi, if_pos hj, mul_comm]
    · have e : (Uᵀ * W * U) i j = 0 := (congrFun (congrFun hM i) j).symm.trans (h j hj i hi)
      rw [e, zero_mul, mul_zero]
    · rw [h i hi j hj, zero_mul, mul_zero]
    · rw [if_neg hi, if_neg hj, mul_comm]
  rw [density, ← hD]
  calc W * (U * D * Uᵀ) = U * Uᵀ * W * (U * D * Uᵀ) := by rw [hU', one_mul]
    _ = U * (Uᵀ * W * U * D) * Uᵀ := by noncomm_ring
    _ = U * (D * (Uᵀ * W * U)) * Uᵀ := by rw [hMD]
    _ = U * D * Uᵀ * W * (U * Uᵀ) := by noncomm_ring
    _ = U * D * Uᵀ * W := by rw [hU', mul_one]

/-- Let the `q` filled eigenvalues of a real symmetric `H` lie below the other `N - q`. Any space
of symmetric potentials of dimension above `q (N - q) + 1` contains a nonscalar `W` such that
`H + t W` has the same aufbau density matrix for all sufficiently small `t`. -/
theorem optimized_potential_undetermined {H : Matrix n n ℝ} (hH : H.IsHermitian) (s : Finset n)
    (hgap : ∀ i ∈ s, ∀ j ∉ s, hH.eigenvalues i < hH.eigenvalues j)
    (S : Submodule ℝ (Matrix n n ℝ)) (hS : ∀ W ∈ S, Wᵀ = W)
    (hdim : s.card * sᶜ.card + 1 < Module.finrank ℝ S) :
    ∃ W ∈ S, (∀ c : ℝ, W ≠ c • 1) ∧ ∃ δ > 0, ∀ t : ℝ, |t| < δ →
      IsAufbau (H + t • W) (density (hH.eigenvectorUnitary : Matrix n n ℝ) s) := by
  have hU : (hH.eigenvectorUnitary : Matrix n n ℝ)ᵀ * hH.eigenvectorUnitary = 1 := by
    have h := Matrix.mem_unitaryGroup_iff'.mp hH.eigenvectorUnitary.2
    rwa [star_eq_conjTranspose, conjTranspose_eq_transpose_of_trivial] at h
  have hHU : H * (hH.eigenvectorUnitary : Matrix n n ℝ) =
      hH.eigenvectorUnitary * diagonal hH.eigenvalues := by
    ext i j
    rw [mul_diagonal, mul_comm]
    exact congrFun (hH.mulVec_eigenvectorBasis j) i
  obtain ⟨W, hWS, hns, hmix⟩ := exists_nonmixing (hH.eigenvectorUnitary : Matrix n n ℝ) s S hdim
  exact ⟨W, hWS, hns, aufbau_stable (density_isAufbau hU hHU hgap).1 (hS W hWS)
    (commute_of_nonmixing hU (hS W hWS) hmix)⟩

/-- For two levels with energies 0 and 1 and the lower one filled, a potential from the
two-parameter family with diagonal `c` and coupling `d` that keeps the density matrix at some
nonzero strength has `d = 0`. -/
theorem two_level_sharp {c d t : ℝ} (ht : t ≠ 0)
    (h : IsAufbau (!![0, 0; 0, 1] + t • !![c, d; d, c]) !![1, 0; 0, 0]) : d = 0 := by
  have e := congrFun (congrFun h.comm 0) 1
  simpa [Matrix.mul_apply, Fin.sum_univ_succ, ht] using e

end UndeterminedOptimizedPotential
```

```lean
#print axioms UndeterminedOptimizedPotential.aufbau_unique
#print axioms UndeterminedOptimizedPotential.commute_of_same_density
#print axioms UndeterminedOptimizedPotential.optimized_potential_undetermined
#print axioms UndeterminedOptimizedPotential.two_level_sharp
```

```
'UndeterminedOptimizedPotential.aufbau_unique' depends on axioms: [propext, Classical.choice, Quot.sound]
'UndeterminedOptimizedPotential.commute_of_same_density' depends on axioms: [propext, Classical.choice, Quot.sound]
'UndeterminedOptimizedPotential.optimized_potential_undetermined' depends on axioms: [propext, Classical.choice, Quot.sound]
'UndeterminedOptimizedPotential.two_level_sharp' depends on axioms: [propext, Classical.choice, Quot.sound]
```

## From the lemmas to the theorem

`eq_zero_of_trace_le` supplies the Frobenius-norm step. `filled_nested` proves $QP=P$ by the trace comparison, applying the energy bounds column by column, and `aufbau_unique` treats the two orderings of the bounds.

`density_isAufbau` expands norms and energies in the orbital basis to show that filling below the gap gives an aufbau projector of trace $q$. With uniqueness, this identifies $P$ as the projector onto the span of the $q$ lowest eigenvectors.

`exists_nonmixing` argues by contradiction: if every nonscalar member of `S` mixed filled and empty orbitals, the kernel would lie in the span of the identity. Rank–nullity then contradicts `hdim`, and `omega` closes the arithmetic. `commute_of_nonmixing` compares matrix entries in the four filled/empty cases, and `aufbau_stable` carries out the gap estimate. `optimized_potential_undetermined` combines these with Mathlib's eigenvectors.

Conversely, `commute_of_same_density` subtracts $HP=PH$ from the same relation for $H+tW$ and cancels $t\ne0$: an unchanged $P$ requires $WP=PW$. `two_level_sharp` reads off one off-diagonal entry of the commutation relation.
